# A state coupled to finitely many distinct levels gives exactly one energy in each gap, if no coupling vanishes

An impurity orbital of energy \(e\) is coupled to a finite set of discrete levels that are not coupled to one another; all these states together are orthonormal. Where do the energies of the coupled system lie relative to the levels it started from?

In Lean 4 with Mathlib:

```lean
import Mathlib

open Set Topology ComplexConjugate

namespace SecularInterlacing

noncomputable section

variable {ι : Type*} [Fintype ι] {d w : ι → ℝ} {e : ℝ}

/-- The secular function `E - e - ∑ w i / (E - d i)` of a state of energy `e` coupled with weights
`w i` to levels `d i`; it is meant for energies `E` different from all `d i`. -/
def secular (d w : ι → ℝ) (e E : ℝ) : ℝ := E - e - ∑ i, w i / (E - d i)

/-- The Hamiltonian of a state of energy `e` coupled by amplitudes `v i` to levels `d i`,
acting on the pair (amplitude of the state, amplitudes of the levels). -/
def hamiltonian (e : ℝ) (d : ι → ℝ) (v : ι → ℂ) (ψ : ℂ × (ι → ℂ)) : ℂ × (ι → ℂ) :=
  (e * ψ.1 + ∑ i, conj (v i) * ψ.2 i, fun i => v i * ψ.1 + d i * ψ.2 i)

/-- The real number `E` is an energy level: the Hamiltonian has a nonzero eigenvector for it. -/
def IsLevel (e : ℝ) (d : ι → ℝ) (v : ι → ℂ) (E : ℝ) : Prop :=
  ∃ ψ : ℂ × (ι → ℂ), ψ ≠ 0 ∧ hamiltonian e d v ψ = (E : ℂ) • ψ

omit [Fintype ι] in
/-- The secular function restricted to finitely many of the levels is continuous at every energy
that differs from those levels. -/
theorem continuousAt_partial (s : Finset ι) {x : ℝ} (h : ∀ i ∈ s, x ≠ d i) :
    ContinuousAt (fun E => E - e - ∑ i ∈ s, w i / (E - d i)) x := by
  have hs : ContinuousAt (fun E => ∑ i ∈ s, w i / (E - d i)) x :=
    tendsto_finsetSum _ fun i hi => by
      have h0 : x - d i ≠ 0 := sub_ne_zero.2 (h i hi)
      exact continuousAt_const.div (continuousAt_id.sub continuousAt_const) h0
  exact (continuousAt_id.sub continuousAt_const).sub hs

/-- For nonnegative weights the secular function is strictly increasing on every set of
energies that lies entirely above or entirely below each level. -/
theorem secular_strictMonoOn (hw : ∀ i, 0 ≤ w i) {S : Set ℝ}
    (hS : ∀ i, (∀ E ∈ S, d i < E) ∨ ∀ E ∈ S, E < d i) :
    StrictMonoOn (secular d w e) S := by
  intro a ha b hb hab
  have hsum : ∑ i, w i / (b - d i) ≤ ∑ i, w i / (a - d i) := by
    refine Finset.sum_le_sum fun i _ => ?_
    -- both energies lie on the same side of the pole
    have hp : 0 < (a - d i) * (b - d i) := by
      rcases hS i with h | h
      · exact mul_pos (sub_pos.2 (h a ha)) (sub_pos.2 (h b hb))
      · exact mul_pos_of_neg_of_neg (sub_neg.2 (h a ha)) (sub_neg.2 (h b hb))
    rw [← sub_nonneg, div_sub_div _ _ (left_ne_zero_of_mul hp.ne')
      (right_ne_zero_of_mul hp.ne')]
    exact div_nonneg (by nlinarith [mul_nonneg (hw i) (sub_nonneg.2 hab.le)]) hp.le
  unfold secular
  linarith

/-- For nonnegative weights, if the secular function passes from negative to positive within an
interval free of levels, it has exactly one zero in that interval. -/
theorem existsUnique_zero (hw : ∀ i, 0 ≤ w i) {S : Set ℝ} (hO : S.OrdConnected)
    (hS : ∀ i, (∀ E ∈ S, d i < E) ∨ ∀ E ∈ S, E < d i) {a b : ℝ} (ha : a ∈ S) (hb : b ∈ S)
    (hab : a < b) (hfa : secular d w e a < 0) (hfb : 0 < secular d w e b) :
    ∃! E, E ∈ S ∧ secular d w e E = 0 := by
  have hc : ContinuousOn (secular d w e) (Icc a b) := fun x hx =>
    (continuousAt_partial Finset.univ fun i _ => by
      rcases hS i with h | h
      · exact (h x (hO.out ha hb hx)).ne'
      · exact (h x (hO.out ha hb hx)).ne).continuousWithinAt
  obtain ⟨E, hE, h0⟩ := intermediate_value_Ioo hab.le hc ⟨hfa, hfb⟩
  have hES : E ∈ S := hO.out ha hb (Ioo_subset_Icc_self hE)
  exact ⟨E, ⟨hES, h0⟩, fun y hy =>
    (secular_strictMonoOn hw hS).injOn hy.1 hES (hy.2.trans h0.symm)⟩

/-- If the levels are distinct and level `j` has positive weight, every interval `(d j, b)` with
`d j < b` contains an energy where the secular function is negative, and every interval `(a, d j)`
with `a < d j` contains one where it is positive. -/
theorem sign_near_level (hd : Function.Injective d) {j : ι} (hw : 0 < w j) {a b : ℝ}
    (ha : a < d j) (hb : d j < b) :
    (∃ E ∈ Ioo (d j) b, secular d w e E < 0) ∧ ∃ E ∈ Ioo a (d j), 0 < secular d w e E := by
  classical
  have hc := continuousAt_partial (d := d) (w := w) (e := e) (Finset.univ.erase j) (x := d j)
    fun i hi => hd.ne (Finset.ne_of_mem_erase hi).symm
  have hg : ContinuousAt (fun E => (E - d j) *
      (E - e - ∑ i ∈ Finset.univ.erase j, w i / (E - d i)) - w j) (d j) :=
    ((continuousAt_id.sub continuousAt_const).mul hc).sub continuousAt_const
  have hev : ∀ᶠ E in 𝓝 (d j), (E - d j) *
      (E - e - ∑ i ∈ Finset.univ.erase j, w i / (E - d i)) - w j < 0 :=
    Filter.Tendsto.eventually_lt_const (by simpa using hw) hg
  -- multiplying by the distance to the level removes the pole
  have key : ∀ᶠ E in 𝓝 (d j), E ≠ d j → (E - d j) * secular d w e E < 0 := by
    filter_upwards [hev] with E hE hne
    have hs : ∑ i, w i / (E - d i) =
        w j / (E - d j) + ∑ i ∈ Finset.univ.erase j, w i / (E - d i) :=
      (Finset.add_sum_erase _ (fun i => w i / (E - d i)) (Finset.mem_univ j)).symm
    have hq : w j / (E - d j) * (E - d j) = w j := div_mul_cancel₀ _ (sub_ne_zero.2 hne)
    unfold secular
    rw [hs]
    refine lt_of_eq_of_lt ?_ hE
    linear_combination -hq
  constructor
  · obtain ⟨E, h, hE⟩ := ((key.filter_mono nhdsWithin_le_nhds).and (Ioo_mem_nhdsGT hb)).exists
    refine ⟨E, hE, lt_of_not_ge fun h0 => ?_⟩
    nlinarith [h hE.1.ne', mul_nonneg (sub_nonneg.2 hE.1.le) h0]
  · obtain ⟨E, h, hE⟩ := ((key.filter_mono nhdsWithin_le_nhds).and (Ioo_mem_nhdsLT ha)).exists
    refine ⟨E, hE, lt_of_not_ge fun h0 => ?_⟩
    nlinarith [h hE.2.ne, mul_nonneg (sub_nonneg.2 hE.2.le) (neg_nonneg.2 h0)]

/-- For strictly ordered levels and positive weights, the secular function is strictly increasing
between neighbouring levels and has exactly one zero there. -/
theorem secular_gap {n : ℕ} {d w : Fin (n + 1) → ℝ} (hd : StrictMono d) (hw : ∀ i, 0 < w i)
    (e : ℝ) (k : Fin n) :
    StrictMonoOn (secular d w e) (Ioo (d k.castSucc) (d k.succ)) ∧
      ∃! E, E ∈ Ioo (d k.castSucc) (d k.succ) ∧ secular d w e E = 0 := by
  have hS : ∀ i, (∀ E ∈ Ioo (d k.castSucc) (d k.succ), d i < E) ∨
      ∀ E ∈ Ioo (d k.castSucc) (d k.succ), E < d i := fun i => by
    rcases le_or_gt i k.castSucc with h | h
    · exact Or.inl fun E hE => (hd.monotone h).trans_lt hE.1
    · have h' : k.succ ≤ i := Fin.le_def.2 (Nat.succ_le_of_lt (Fin.lt_def.1 h))
      exact Or.inr fun E hE => hE.2.trans_le (hd.monotone h')
  have hlt : d k.castSucc < d k.succ := hd (Fin.lt_def.2 (Nat.lt_succ_self k.val))
  obtain ⟨m, hm1, hm2⟩ := exists_between hlt
  obtain ⟨a, ha, hfa⟩ := (sign_near_level (e := e) hd.injective (hw k.castSucc)
    (sub_one_lt _) hm1).1
  obtain ⟨b, hb, hfb⟩ := (sign_near_level (e := e) hd.injective (hw k.succ)
    hm2 (lt_add_one _)).2
  exact ⟨secular_strictMonoOn (fun i => (hw i).le) hS,
    existsUnique_zero (fun i => (hw i).le) ordConnected_Ioo hS ⟨ha.1, ha.2.trans hm2⟩
      ⟨hm1.trans hb.1, hb.2⟩ (ha.2.trans hb.1) hfa hfb⟩

/-- For strictly ordered levels and positive weights, the secular function has exactly one zero
below the lowest level and exactly one above the highest. -/
theorem secular_outer {n : ℕ} {d w : Fin (n + 1) → ℝ} (hd : StrictMono d) (hw : ∀ i, 0 < w i)
    (e : ℝ) : (∃! E, E ∈ Iio (d 0) ∧ secular d w e E = 0) ∧
      ∃! E, E ∈ Ioi (d (Fin.last n)) ∧ secular d w e E = 0 := by
  have hW : 0 ≤ ∑ i, w i := Finset.sum_nonneg fun i _ => (hw i).le
  have h0 : ∀ i, d 0 ≤ d i := fun i => hd.monotone (Fin.zero_le i)
  have hl : ∀ i, d i ≤ d (Fin.last n) := fun i => hd.monotone (Fin.le_last i)
  constructor
  · -- far below all levels the linear term wins
    obtain ⟨a, ha⟩ : ∃ a, a = min e (d 0) - 1 - ∑ i, w i := ⟨_, rfl⟩
    have h1 := min_le_left e (d 0)
    have h2 := min_le_right e (d 0)
    have hs : ∑ i, -w i ≤ ∑ i, w i / (a - d i) := Finset.sum_le_sum fun i _ => by
      have h3 := div_le_self (hw i).le (show 1 ≤ d i - a by linarith [h0 i])
      have h4 : w i / (a - d i) = -(w i / (d i - a)) := by rw [← div_neg, neg_sub]
      linarith
    rw [Finset.sum_neg_distrib] at hs
    have had : a < d 0 := by linarith
    obtain ⟨b, hb, hfb⟩ := (sign_near_level (e := e) hd.injective (hw 0) had (lt_add_one _)).2
    exact existsUnique_zero (fun i => (hw i).le) ordConnected_Iio
      (fun i => Or.inr fun E hE => lt_of_lt_of_le hE (h0 i)) had hb.2 hb.1
      (by unfold secular; linarith) hfb
  · -- far above all levels as well
    obtain ⟨b, hb⟩ : ∃ b, b = max e (d (Fin.last n)) + 1 + ∑ i, w i := ⟨_, rfl⟩
    have h1 := le_max_left e (d (Fin.last n))
    have h2 := le_max_right e (d (Fin.last n))
    have hs : ∑ i, w i / (b - d i) ≤ ∑ i, w i := Finset.sum_le_sum fun i _ =>
      div_le_self (hw i).le (by linarith [hl i])
    have hbd : d (Fin.last n) < b := by linarith
    obtain ⟨a, ha, hfa⟩ := (sign_near_level (e := e) hd.injective (hw (Fin.last n))
      (sub_one_lt _) hbd).1
    exact existsUnique_zero (fun i => (hw i).le) ordConnected_Ioi
      (fun i => Or.inl fun E hE => lt_of_le_of_lt (hl i) hE) ha.1 hbd ha.2 hfa
      (by unfold secular; linarith)

/-- An energy different from all `d i` is a level of the coupled Hamiltonian exactly when it is
a zero of the secular function with weights `‖v i‖ ^ 2`. -/
theorem isLevel_iff {v : ι → ℂ} {E : ℝ} (hE : ∀ i, E ≠ d i) :
    IsLevel e d v E ↔ secular d (fun i => ‖v i‖ ^ 2) e E = 0 := by
  have hE' : ∀ i, (E : ℂ) - d i ≠ 0 := fun i => by exact_mod_cast sub_ne_zero.2 (hE i)
  have hsum : ∀ a : ℂ, ∑ i, conj (v i) * (v i * a / ((E : ℂ) - d i)) =
      a * ((∑ i, ‖v i‖ ^ 2 / (E - d i) : ℝ) : ℂ) := by
    intro a
    push_cast
    rw [Finset.mul_sum]
    refine Finset.sum_congr rfl fun i _ => ?_
    linear_combination (a / ((E : ℂ) - d i)) * Complex.conj_mul' (v i)
  constructor
  · rintro ⟨⟨a, x⟩, hne, h⟩
    have h1 : (e : ℂ) * a + ∑ i, conj (v i) * x i = E * a := congrArg Prod.fst h
    have h2 : ∀ i, v i * a + d i * x i = E * x i := fun i => congrFun (congrArg Prod.snd h) i
    -- eliminate the amplitudes of the bare levels
    have hx : ∀ i, x i = v i * a / ((E : ℂ) - d i) := fun i => by
      rw [eq_div_iff (hE' i)]
      linear_combination -(h2 i)
    have ha : a ≠ 0 := by
      rintro rfl
      exact hne (Prod.ext rfl (funext fun i => by simp [hx i]))
    simp only [hx, hsum] at h1
    have h3 : a * ((E - e - ∑ i, ‖v i‖ ^ 2 / (E - d i) : ℝ) : ℂ) = 0 := by
      rw [Complex.ofReal_sub, Complex.ofReal_sub]
      linear_combination -h1
    exact Complex.ofReal_eq_zero.1 ((mul_eq_zero.1 h3).resolve_left ha)
  · intro h
    have h' : ((E - e - ∑ i, ‖v i‖ ^ 2 / (E - d i) : ℝ) : ℂ) = 0 := Complex.ofReal_eq_zero.2 h
    rw [Complex.ofReal_sub, Complex.ofReal_sub] at h'
    refine ⟨(1, fun i => v i * 1 / ((E : ℂ) - d i)),
      fun h0 => (one_ne_zero : (1 : ℂ) ≠ 0) (congrArg Prod.fst h0),
      Prod.ext ?_ (funext fun i => ?_)⟩
    · change (e : ℂ) * 1 + ∑ i, conj (v i) * (v i * 1 / ((E : ℂ) - d i)) = E * 1
      rw [hsum]
      linear_combination -h'
    · change v i * 1 + d i * (v i * 1 / ((E : ℂ) - d i)) = E * (v i * 1 / ((E : ℂ) - d i))
      have hq := div_mul_cancel₀ (v i * 1) (hE' i)
      linear_combination -hq

/-- If the `d i` are distinct, a bare level with nonzero coupling is not a level of the coupled
Hamiltonian. -/
theorem not_isLevel_bare (hd : Function.Injective d) {v : ι → ℂ} {j : ι} (hv : v j ≠ 0) :
    ¬ IsLevel e d v (d j) := by
  rintro ⟨⟨a, x⟩, hne, h⟩
  have h1 : (e : ℂ) * a + ∑ i, conj (v i) * x i = d j * a := congrArg Prod.fst h
  have h2 : ∀ i, v i * a + d i * x i = d j * x i := fun i => congrFun (congrArg Prod.snd h) i
  have ha : a = 0 := (mul_eq_zero.1 (show v j * a = 0 by
    linear_combination h2 j)).resolve_left hv
  have hx : ∀ i, i ≠ j → x i = 0 := fun i hi =>
    (mul_eq_zero.1 (show ((d i : ℂ) - d j) * x i = 0 by
      linear_combination h2 i - v i * ha)).resolve_left
      (by exact_mod_cast sub_ne_zero.2 (hd.ne hi))
  rw [Finset.sum_eq_single j (fun i _ hi => by rw [hx i hi, mul_zero])
    (fun h => absurd (Finset.mem_univ j) h)] at h1
  have hj : x j = 0 := (mul_eq_zero.1 (show conj (v j) * x j = 0 by
    linear_combination h1 - ((e : ℂ) - d j) * ha)).resolve_left ((map_ne_zero _).2 hv)
  refine hne (Prod.ext ha (funext fun i => ?_))
  change x i = 0
  by_cases hi : i = j
  · rw [hi]
    exact hj
  · exact hx i hi

/-- If a state is coupled with nonzero amplitudes to strictly ordered levels, the coupled
Hamiltonian has exactly one level below them all, one in each gap and one above them all. -/
theorem levels_interlace {n : ℕ} {d : Fin (n + 1) → ℝ} (hd : StrictMono d)
    {v : Fin (n + 1) → ℂ} (hv : ∀ i, v i ≠ 0) (e : ℝ) :
    (∃! E, E ∈ Iio (d 0) ∧ IsLevel e d v E) ∧
    (∀ k : Fin n, ∃! E, E ∈ Ioo (d k.castSucc) (d k.succ) ∧ IsLevel e d v E) ∧
    ∃! E, E ∈ Ioi (d (Fin.last n)) ∧ IsLevel e d v E := by
  have hw : ∀ i, 0 < ‖v i‖ ^ 2 := fun i => pow_pos (norm_pos_iff.2 (hv i)) 2
  -- away from the bare levels, energy levels and zeros of the secular function coincide
  have key : ∀ S : Set ℝ, (∀ E ∈ S, ∀ i, E ≠ d i) →
      (∃! E, E ∈ S ∧ secular d (fun i => ‖v i‖ ^ 2) e E = 0) →
      ∃! E, E ∈ S ∧ IsLevel e d v E := fun S hS h =>
    (existsUnique_congr fun E => and_congr_right fun hE => isLevel_iff (hS E hE)).2 h
  refine ⟨key _ (fun E hE i => ?_) (secular_outer hd hw e).1,
    fun k => key _ (fun E hE i hi => ?_) (secular_gap hd hw e k).2,
    key _ (fun E hE i => ?_) (secular_outer hd hw e).2⟩
  · exact (lt_of_lt_of_le hE (hd.monotone (Fin.zero_le i))).ne
  · rw [hi] at hE
    have h1 := Fin.lt_def.1 (hd.lt_iff_lt.1 hE.1)
    have h2 := Fin.lt_def.1 (hd.lt_iff_lt.1 hE.2)
    exact absurd (Nat.le_of_lt_succ h2) (not_le_of_gt h1)
  · exact (lt_of_le_of_lt (hd.monotone (Fin.le_last i)) hE).ne'

end

end SecularInterlacing
```

```lean
#print axioms SecularInterlacing.not_isLevel_bare
#print axioms SecularInterlacing.levels_interlace
```

```
'SecularInterlacing.not_isLevel_bare' depends on axioms: [propext, Classical.choice, Quot.sound]
'SecularInterlacing.levels_interlace' depends on axioms: [propext, Classical.choice, Quot.sound]
```

## The coupled system and its energies

The bare levels are \(d_0<\dots<d_n\), indexed by `Fin (n + 1)`, and the hypothesis `StrictMono d` says that they are strictly ordered. A state of the system is a pair \((a,x)\), where \(a\) is the amplitude of the extra state and \(x_i\) that of level \(i\). With complex couplings \(v_i\), `hamiltonian` acts as

\[
(a,x)\mapsto\Big(e\,a+\sum_i \overline{v_i}\,x_i,\;\; (v_i a+d_i x_i)_i\Big).
\]

This is a Hermitian matrix written out by its action, with \(v_i\) the matrix element from the extra state to level \(i\). `IsLevel e d v E` says that the real number \(E\) has a nonzero eigenvector.

The theorem `levels_interlace` assumes that every \(v_i\) is nonzero, so that each bare level really mixes with the extra state. It concludes that exactly one energy lies below \(d_0\), one in each gap \((d_k,d_{k+1})\), and one above \(d_n\). The gap index `k : Fin n` gives the lower end as `d k.castSucc` and the upper end as `d k.succ`. For \(n=0\) there are no gaps, and the two outer statements describe the two-level problem.

Behind this stands the secular function

\[
f(E)=E-e-\sum_i\frac{w_i}{E-d_i},\qquad w_i=|v_i|^2 .
\]

For arbitrary positive weights, `secular_gap` states that \(f\) is strictly increasing in each gap and has exactly one zero there; `secular_outer` gives one zero in each outer region.

Consider a non-interacting impurity model with one orbital and a finite, discretised bath, whose energies are distinct and all coupled to the orbital. Neighbouring bath energies then bracket each inner one-particle energy, and bisection on the sign of \(f\) inside the gap closes in on it. The theorem bounds the shift of an inner energy from a neighbouring bare level only by the width of the gap, and it does not say how far the two outer energies lie beyond the bare levels. A continuous bath is not covered.

## Why the secular function increases

Take two energies \(a<b\) on the same side of every level. Subtracting term by term gives

\[
f(b)-f(a)=(b-a)\Big[1+\sum_i\frac{w_i}{(a-d_i)(b-d_i)}\Big]>0,
\]

because each product in a denominator is positive. This is `secular_strictMonoOn`, where the positive product is called `hp`. Nonnegative weights are enough here, since the linear term already makes the increase strict.

## A change of sign in every region

Near \(d_j\), separate the singular term:

\[
(E-d_j)f(E)=(E-d_j)\Big[E-e-\sum_{i\ne j}\frac{w_i}{E-d_i}\Big]-w_j .
\]

The bracket is continuous at \(d_j\) (`continuousAt_partial`), so the right-hand side tends to \(-w_j<0\). Hence \(f\) is negative just above \(d_j\) and positive just below it. The lemma `sign_near_level` records the part used later: every open interval that begins at \(d_j\) contains a point with \(f<0\), and every open interval that ends there contains one with \(f>0\).

In a gap, choose a point \(m\) between \(d_k\) and \(d_{k+1}\). There is an \(a\in(d_k,m)\) with \(f(a)<0\) and a \(b\in(m,d_{k+1})\) with \(f(b)>0\). The intermediate value theorem gives a zero between them, and strict increase allows no second one. The lemma `existsUnique_zero` carries out this argument for any interval free of levels.

Below all levels, the positive sign comes from just below \(d_0\). For the negative sign let \(W=\sum_i w_i\) and \(a=\min(e,d_0)-1-W\). Every \(d_i-a\) is at least 1, so

\[
f(a)=a-e+\sum_i\frac{w_i}{d_i-a}\le a-e+W\le -1 .
\]

Above all levels, \(b=\max(e,d_n)+1+W\) gives \(f(b)\ge b-e-W\ge 1\) in the same way, and the negative sign comes from just above \(d_n\).

## One neighbourhood for both sides of a pole

The sign argument turns on Mathlib's filters. The statement `key` in `sign_near_level` has the form `∀ᶠ E in 𝓝 (d j), ...`: for all \(E\) close enough to \(d_j\), if \(E\ne d_j\), then \((E-d_j)f(E)<0\). No \(\varepsilon\) or \(\delta\) is chosen.

A property that holds throughout a neighbourhood also holds on each side of the point, and `nhdsWithin_le_nhds` expresses this restriction. `Ioo_mem_nhdsGT` and `Ioo_mem_nhdsLT` add the demand that \(E\) lie in the prescribed interval above or below the level. Finally `.exists` extracts an actual energy, which is possible because a real number has other reals arbitrarily close on either side. A single estimate thus supplies both signs.

## From zeros to energy levels

Let \(E\) differ from every \(d_i\), and let \(a\) again be the amplitude of the extra state. The lower rows of the eigenvalue equation give

\[
(E-d_i)x_i=v_i a,\qquad x_i=\frac{v_i a}{E-d_i}.
\]

If \(a\) were zero, the whole vector would vanish, so \(a\neq0\). Inserting \(x_i\) into the first row yields

\[
e\,a+a\sum_i\frac{|v_i|^2}{E-d_i}=E\,a,
\]

that is, \(a f(E)=0\), and hence \(f(E)=0\). Conversely, at a zero of \(f\) the choice \(a=1\) gives an eigenvector. After normalisation, the extra state has weight \(\big[1+\sum_i |v_i|^2/(E-d_i)^2\big]^{-1}\) in it. The equivalence is `isLevel_iff`, and `levels_interlace` uses it to turn each unique zero into a unique energy level.

The bare energies themselves are treated by `not_isLevel_bare`. Let the levels be distinct and \(v_j\neq0\). At \(E=d_j\), row \(j\) reads \(v_j a=0\), so \(a=0\). The other rows become \((d_i-d_j)x_i=0\), so \(x_i=0\) for \(i\ne j\). The first row is then \(\overline{v_j}x_j=0\), which removes the last amplitude. If no coupling vanishes, it follows that no coupled energy coincides with any \(d_i\), and the interlacing is strict. A coupled energy may still equal \(e\).

## A vanishing coupling can empty a gap

Take \(e=0\), bare levels \(d_0=0\) and \(d_1=1\), and couplings \(v_0=0\) and \(v_1=\sqrt2\). Level 0 is decoupled and keeps its energy \(0\). The other two states form a two-level problem with \(E(E-1)=2\), so their energies are \(-1\) and \(2\). The full set is \(-1,0,2\), and the gap \((0,1)\) contains no energy at all.
